# For a level inside a flat continuum, the self-energy width tends to 2πV² as h → 0⁺

The self-energy of a level at energy E is an integral over the continuum energies x, evaluated at a distance h above the real energy axis. Set h = 0 for a level that lies inside the continuum, and the integral fails: for V ≠ 0 the integrand V²/(E − x) has a pole at x = E and the integral diverges. Its principal value is finite but real, so it would give a decaying level no width. A small h > 0 restores a width, but one that depends on h. For constant real coupling V to continuum states on [−W, W], normalised per unit energy, and a level energy E with |E| < W, this dependence disappears as h → 0⁺, and the width tends to the golden-rule value 2πV².

## The level, the continuum and the width

```lean
import Mathlib

open Filter Topology

noncomputable section

namespace FlatContinuumPredissociation
```

The namespace names the physical situation. In electronic predissociation, a bound rovibrational level of one electronic state is coupled to the dissociation continuum of another. Here there is one level and one continuum, and the coupling does not vary with energy.

```lean
/-- Self-energy of a level at energy `E`, coupled with constant strength `V` to a flat
continuum on `[-W, W]`, at distance `h > 0` above the real energy axis. -/
def selfEnergy (V W E h : ℝ) : ℂ :=
  ∫ x in (-W)..W, (V : ℂ) ^ 2 / ((E : ℂ) - x + h * Complex.I)
```

In ordinary notation, the self-energy is

s(h) = ∫ from −W to W of V²/(E − x + ih) dx.

The four arguments are real numbers, and the result is complex. The notation `(V : ℂ)` means the real number V regarded as a complex one. The continuum states are normalised per unit energy, so V² is itself an energy and no separate density of states appears. The definition accepts any real `h`; the condition h > 0 enters with the theorems. At h = 0 inside the band, the integral diverges for V ≠ 0, and Lean assigns it the value 0 by convention. That value is not the physical width, which is obtained below as a limit h → 0⁺.

```lean
/-- Predissociation width at `h > 0`: minus twice the imaginary part of the self-energy. -/
def width (V W E h : ℝ) : ℝ := -2 * (selfEnergy V W E h).im
```

The width is Γ(h) = −2 Im s(h), an energy. This is a definition: neither the golden rule nor exponential decay is derived from the Schrödinger equation. For weak coupling and a level well inside the band, the limit of Γ(h) as h → 0⁺, divided by ħ, is approximately the decay rate.

## The integral at finite h

```lean
/-- For `h > 0` the energy denominator vanishes nowhere in the continuum. -/
theorem denominator_ne_zero (E x : ℝ) {h : ℝ} (hh : 0 < h) :
    (E : ℂ) - x + h * Complex.I ≠ 0 := by
  intro H
  have him := congrArg Complex.im H
  simp at him
  linarith
```

The imaginary part of E − x + ih is h. If the denominator were zero, h would be zero too, contrary to h > 0. The proof takes imaginary parts with `congrArg Complex.im` and reaches this contradiction.

```lean
/-- For `h > 0` the integrand splits into a real dispersive part and an imaginary
Lorentzian part. -/
theorem resolvent_split (V E x : ℝ) {h : ℝ} (hh : 0 < h) :
    (V : ℂ) ^ 2 / ((E : ℂ) - x + h * Complex.I) =
      ((V ^ 2 * (E - x) / ((E - x) ^ 2 + h ^ 2) : ℝ) : ℂ)
        - ((V ^ 2 * h / ((E - x) ^ 2 + h ^ 2) : ℝ) : ℂ) * Complex.I := by
  have hD : (E - x) ^ 2 + h ^ 2 ≠ 0 := by positivity
  have hr : ((E : ℂ) - x) ^ 2 + (h : ℂ) ^ 2 ≠ 0 := by exact_mod_cast hD
  have key : (V : ℂ) ^ 2 * (E - x) / (((E : ℂ) - x) ^ 2 + (h : ℂ) ^ 2)
      - (V : ℂ) ^ 2 * h / (((E : ℂ) - x) ^ 2 + (h : ℂ) ^ 2) * Complex.I
      = (V : ℂ) ^ 2 * (E - x - h * Complex.I) / (((E : ℂ) - x) ^ 2 + (h : ℂ) ^ 2) := by
    ring
  push_cast
  rw [key, div_eq_div_iff (denominator_ne_zero E x hh) hr]
  linear_combination ((V : ℂ) ^ 2 * (h : ℂ) ^ 2) * Complex.I_sq
```

Multiplying numerator and denominator by E − x − ih gives

V²/(E − x + ih) = V²(E − x)/((E − x)² + h²) − i V²h/((E − x)² + h²).

The first term is dispersive and changes sign at x = E. The second is a Lorentzian centred there. In the proof, `key` combines the two fractions, `div_eq_div_iff` clears the denominators, and `linear_combination` finishes with i² = −1.

```lean
/-- Closed form of the self-energy for `h > 0`: a logarithmic real part and an imaginary
part made of two arctangents, one for each band edge. -/
theorem selfEnergy_eq (V W E : ℝ) {h : ℝ} (hh : 0 < h) :
    selfEnergy V W E h =
      ((V ^ 2 / 2 * (Real.log ((E + W) ^ 2 + h ^ 2) - Real.log ((E - W) ^ 2 + h ^ 2)) : ℝ) : ℂ)
        - ((V ^ 2 * (Real.arctan ((W - E) / h) + Real.arctan ((W + E) / h)) : ℝ) : ℂ)
          * Complex.I := by
  -- an explicit antiderivative of the integrand
  have hF : ∀ x : ℝ, HasDerivAt
      (fun y : ℝ => ((-(V ^ 2 / 2) * Real.log ((E - y) ^ 2 + h ^ 2) : ℝ) : ℂ)
        - ((V ^ 2 * Real.arctan ((y - E) / h) : ℝ) : ℂ) * Complex.I)
      ((V : ℂ) ^ 2 / ((E : ℂ) - x + h * Complex.I)) x := by
    intro x
    rw [resolvent_split V E x hh]
    have hD : (E - x) ^ 2 + h ^ 2 ≠ 0 := by positivity
    have h1 : HasDerivAt (fun y : ℝ => -(V ^ 2 / 2) * Real.log ((E - y) ^ 2 + h ^ 2))
        (V ^ 2 * (E - x) / ((E - x) ^ 2 + h ^ 2)) x := by
      have a := (((((hasDerivAt_id' x).const_sub E).fun_pow 2).add_const (h ^ 2)).log
        hD).const_mul (-(V ^ 2 / 2))
      refine a.congr_deriv ?_
      ring
    have h2 : HasDerivAt (fun y : ℝ => V ^ 2 * Real.arctan ((y - E) / h))
        (V ^ 2 * h / ((E - x) ^ 2 + h ^ 2)) x := by
      have a := ((((hasDerivAt_id' x).sub_const E).div_const h).arctan).const_mul (V ^ 2)
      refine a.congr_deriv ?_
      have e : 1 + ((x - E) / h) ^ 2 = ((E - x) ^ 2 + h ^ 2) / h ^ 2 := by
        field_simp
        ring
      rw [e]
      field_simp
    exact h1.ofReal_comp.fun_sub (h2.ofReal_comp.mul_const Complex.I)
  have hint : IntervalIntegrable
      (fun x : ℝ => (V : ℂ) ^ 2 / ((E : ℂ) - x + h * Complex.I))
      MeasureTheory.volume (-W) W :=
    (Continuous.div continuous_const (by fun_prop)
      (fun x => denominator_ne_zero E x hh)).intervalIntegrable _ _
  have e : Real.arctan ((-W - E) / h) = -Real.arctan ((W + E) / h) := by
    rw [← Real.arctan_neg]
    congr 1
    ring
  unfold selfEnergy
  rw [intervalIntegral.integral_eq_sub_of_hasDerivAt (fun x _ => hF x) hint]
  simp only [e, sub_neg_eq_add]
  push_cast
  ring
```

Both terms have elementary antiderivatives:

d/dx [−(V²/2) log((E − x)² + h²)] = V²(E − x)/((E − x)² + h²)

d/dx [V² arctan((x − E)/h)] = V²h/((E − x)² + h²).

Taking the difference between x = W and x = −W, and using arctan(−t) = −arctan t, we find

Re s(h) = (V²/2)[log((E + W)² + h²) − log((E − W)² + h²)]

Im s(h) = −V²[arctan((W − E)/h) + arctan((W + E)/h)].

In Lean, `HasDerivAt` states that a function has a given derivative at a point. The steps `h1` and `h2` are the two derivatives above, and `hF` joins them into one complex antiderivative. The step `hint` shows that the integrand is integrable, because it is continuous for h > 0. The fundamental theorem of calculus then gives the closed form.

```lean
/-- The width at finite `h > 0` is `2V²` times the sum of the two band-edge arctangents. -/
theorem width_eq (V W E : ℝ) {h : ℝ} (hh : 0 < h) :
    width V W E h =
      2 * V ^ 2 * (Real.arctan ((W - E) / h) + Real.arctan ((W + E) / h)) := by
  unfold width
  rw [selfEnergy_eq V W E hh]
  simp only [Complex.sub_im, Complex.mul_im, Complex.ofReal_im, Complex.ofReal_re,
    Complex.I_im, Complex.I_re]
  ring
```

Multiplying the imaginary part by −2 gives

Γ(h) = 2V²[arctan((W − E)/h) + arctan((W + E)/h)].

Each arctangent belongs to one band edge and depends on the signed distance to that edge in units of h, which is negative when E lies beyond the edge.

## The golden-rule limit

```lean
/-- For `c > 0`, `arctan (c / h)` tends to `π / 2` as `h` tends to zero from above. -/
private lemma arctan_limit {c : ℝ} (hc : 0 < c) :
    Tendsto (fun h : ℝ => Real.arctan (c / h)) (𝓝[>] 0) (𝓝 (Real.pi / 2)) := by
  have h1 : Tendsto (fun h : ℝ => c / h) (𝓝[>] 0) atTop := by
    simp only [div_eq_mul_inv]
    exact tendsto_inv_nhdsGT_zero.const_mul_atTop hc
  exact (tendsto_nhds_of_tendsto_nhdsWithin Real.tendsto_arctan_atTop).comp h1
```

For fixed c > 0, c/h grows without bound as h → 0⁺, so arctan(c/h) → π/2. `Tendsto f (𝓝[>] 0) (𝓝 a)` reads "f(h) tends to a as h tends to 0 through positive values". The proof composes two limits: c/h tends to `atTop`, Lean's +∞, and the arctangent tends to π/2 there.

```lean
/-- For `c < 0`, `arctan (c / h)` tends to `-π / 2` as `h` tends to zero from above. -/
private lemma arctan_limit_neg {c : ℝ} (hc : c < 0) :
    Tendsto (fun h : ℝ => Real.arctan (c / h)) (𝓝[>] 0) (𝓝 (-(Real.pi / 2))) := by
  refine (arctan_limit (neg_pos.mpr hc)).neg.congr fun h => ?_
  rw [neg_div, Real.arctan_neg, neg_neg]
```

For c < 0 the limit is −π/2. The proof applies the previous lemma to −c and uses the oddness of the arctangent.

```lean
/-- If the two band-edge arctangents tend to `a` and `b` as `h` tends to zero from above, then the
width tends to `2V²(a + b)`. -/
private lemma width_limit (V W E : ℝ) {a b : ℝ}
    (ha : Tendsto (fun h : ℝ => Real.arctan ((W - E) / h)) (𝓝[>] 0) (𝓝 a))
    (hb : Tendsto (fun h : ℝ => Real.arctan ((W + E) / h)) (𝓝[>] 0) (𝓝 b)) :
    Tendsto (width V W E) (𝓝[>] 0) (𝓝 (2 * V ^ 2 * (a + b))) := by
  refine Tendsto.congr' ?_ ((ha.add hb).const_mul (2 * V ^ 2))
  filter_upwards [self_mem_nhdsWithin] with h hh
  exact (width_eq V W E hh).symm
```

If the two arctangents tend to a and b, the width tends to 2V²(a + b). The closed form holds only for h > 0, and `filter_upwards` restricts the comparison to those values.

```lean
/-- Golden rule: for a level inside the flat continuum, `|E| < W`, the width tends to
`2πV²` as `h` tends to zero from above. -/
theorem golden_rule_width (V : ℝ) {W E : ℝ} (hE : |E| < W) :
    Tendsto (width V W E) (𝓝[>] 0) (𝓝 (2 * Real.pi * V ^ 2)) := by
  obtain ⟨h1, h2⟩ := abs_lt.mp hE
  convert width_limit V W E (arctan_limit (by linarith)) (arctan_limit (by linarith)) using 2
  ring
```

The hypothesis |E| < W places the level strictly inside the band, so W − E and W + E are both positive. Each arctangent tends to π/2, and

Γ(h) → 2V²(π/2 + π/2) = 2πV².

The proof has the same shape: `abs_lt` splits the hypothesis into −W < E and E < W, the arctangent lemma is used twice, and `ring` does the final arithmetic. The limit does not depend on E or W.

```lean
/-- For `|E| < W` and `h > 0` the width does not exceed `2πV²`, and falls short of it by at
most `2V²h` times the sum of the inverse distances to the band edges. -/
theorem golden_rule_error (V : ℝ) {W E h : ℝ} (hE : |E| < W) (hh : 0 < h) :
    0 ≤ 2 * Real.pi * V ^ 2 - width V W E h ∧
      2 * Real.pi * V ^ 2 - width V W E h
        ≤ 2 * V ^ 2 * h * (1 / (W - E) + 1 / (W + E)) := by
  obtain ⟨h1, h2⟩ := abs_lt.mp hE
  -- each arctangent misses π/2 by at most h/c
  have key : ∀ c : ℝ, 0 < c → Real.pi / 2 - h * (1 / c) ≤ Real.arctan (c / h) := by
    intro c hc
    have e := Real.arctan_inv_of_pos (div_pos hc hh)
    have h0 : 0 ≤ Real.arctan (c / h)⁻¹ := by
      rw [e]
      linarith [Real.arctan_lt_pi_div_two (c / h)]
    have t := Real.le_tan h0 (Real.arctan_lt_pi_div_two _)
    rw [Real.tan_arctan] at t
    have i : (c / h)⁻¹ = h * (1 / c) := by
      rw [inv_div]
      ring
    linarith
  have a1 := key (W - E) (by linarith)
  have b1 := key (W + E) (by linarith)
  have a2 := Real.arctan_lt_pi_div_two ((W - E) / h)
  have b2 := Real.arctan_lt_pi_div_two ((W + E) / h)
  rw [width_eq V W E hh]
  constructor
  · have p := mul_nonneg (sq_nonneg V) (by linarith : 0 ≤ Real.pi
      - (Real.arctan ((W - E) / h) + Real.arctan ((W + E) / h)))
    linarith
  · have p := mul_nonneg (sq_nonneg V) (by linarith : 0 ≤
      Real.arctan ((W - E) / h) + Real.arctan ((W + E) / h) - Real.pi
        + h * (1 / (W - E)) + h * (1 / (W + E)))
    linarith
```

This theorem bounds the error at finite h:

0 ≤ 2πV² − Γ(h) ≤ 2V²h[1/(W − E) + 1/(W + E)].

For c > 0 we have arctan(c/h) = π/2 − arctan(h/c), and arctan t ≤ t for t ≥ 0. Each arctangent therefore lies below π/2 by at most h/c. This is the statement `key`, used with c = W − E and c = W + E. Lean obtains the second inequality from θ ≤ tan θ with θ = arctan(h/c).

Take W = 1, E = 1/2, V = 0.1 and h = 0.1, with energies in units of W. The distances to the edges are 1/2 and 3/2, so the shortfall is

2 · 0.01 · [arctan(0.2) + arctan(0.0667)] ≈ 0.02 · (0.1974 + 0.0666) ≈ 0.00528.

The bound is 2 · 0.01 · 0.1 · (2 + 2/3) ≈ 0.00533. The golden-rule width is 0.06283 and the width at this h is 0.05755, about 8 per cent lower. In a calculation that keeps a finite imaginary part in the energy, the theorem bounds this loss of width for a single level in a flat continuum.

## The band edge, the closed channel and the level shift

```lean
/-- A level exactly at the upper edge of a continuum with `W > 0` has the limiting width
`πV²`. -/
theorem band_edge_width (V : ℝ) {W : ℝ} (hW : 0 < W) :
    Tendsto (width V W W) (𝓝[>] 0) (𝓝 (Real.pi * V ^ 2)) := by
  have h0 : Tendsto (fun h : ℝ => Real.arctan ((W - W) / h)) (𝓝[>] 0) (𝓝 0) := by
    simp only [sub_self, zero_div, Real.arctan_zero]
    exact tendsto_const_nhds
  convert width_limit V W W h0 (arctan_limit (by linarith)) using 2
  ring
```

At E = W > 0 the first arctangent is arctan 0 = 0 for every h, while the second still tends to π/2. Hence Γ(h) → πV², half the value inside the band. In the limit, only half of the Lorentzian's area lies over the continuum. This value should not be read as a decay rate: for V ≠ 0 the real part of the self-energy diverges at the edge as h → 0⁺, so the level shift cannot be neglected there. The sharp edge belongs to the model; a real coupling usually varies with energy near a threshold.

```lean
/-- A level outside the continuum, `|E| > W ≥ 0`, has a width that tends to zero as `h`
tends to zero from above. -/
theorem closed_channel_width (V : ℝ) {W E : ℝ} (hW : 0 ≤ W) (hE : W < |E|) :
    Tendsto (width V W E) (𝓝[>] 0) (𝓝 0) := by
  rcases lt_abs.mp hE with h | h
  · convert width_limit V W E (arctan_limit_neg (by linarith))
      (arctan_limit (by linarith)) using 2
    ring
  · convert width_limit V W E (arctan_limit (by linarith))
      (arctan_limit_neg (by linarith)) using 2
    ring
```

Outside the band, one of W − E and W + E is negative and the other positive. The arctangents tend to −π/2 and π/2, and the width tends to zero: the level has no continuum states at its own energy to decay into. The proof treats E > W and −E > W separately.

The smallest case allowed is W = 0 with E ≠ 0. The continuum has shrunk to a point, and the two arctangents cancel at every h > 0, so the width is zero even before the limit.

```lean
/-- For `|E| < W` the real part of the self-energy tends to the level shift
`V² log((W + E)/(W - E))` as `h` tends to zero from above. -/
theorem level_shift (V : ℝ) {W E : ℝ} (hE : |E| < W) :
    Tendsto (fun h => (selfEnergy V W E h).re) (𝓝[>] 0)
      (𝓝 (V ^ 2 * Real.log ((W + E) / (W - E)))) := by
  obtain ⟨h1, h2⟩ := abs_lt.mp hE
  have hp : 0 < W + E := by linarith
  have hm : 0 < W - E := by linarith
  -- each logarithm is continuous at h = 0, since E is not a band edge
  have hlog : ∀ c : ℝ, c ≠ 0 → Tendsto (fun h : ℝ => Real.log (c ^ 2 + h ^ 2)) (𝓝[>] 0)
      (𝓝 (Real.log (c ^ 2))) := by
    intro c hc
    have hq : Tendsto (fun h : ℝ => c ^ 2 + h ^ 2) (𝓝 0) (𝓝 (c ^ 2)) := by
      have hcont : Continuous (fun h : ℝ => c ^ 2 + h ^ 2) := by fun_prop
      have ht := hcont.tendsto 0
      have e0 : c ^ 2 + (0 : ℝ) ^ 2 = c ^ 2 := by ring
      rwa [e0] at ht
    exact (hq.mono_left nhdsWithin_le_nhds).log (pow_ne_zero 2 hc)
  have lim := ((hlog (E + W) (by linarith)).sub
    (hlog (E - W) (by linarith))).const_mul (V ^ 2 / 2)
  have hval : V ^ 2 / 2 * (Real.log ((E + W) ^ 2) - Real.log ((E - W) ^ 2))
      = V ^ 2 * Real.log ((W + E) / (W - E)) := by
    have e1 : (E + W) ^ 2 = (W + E) ^ 2 := by ring
    have e2 : (E - W) ^ 2 = (W - E) ^ 2 := by ring
    rw [e1, e2, Real.log_pow, Real.log_pow, Real.log_div hp.ne' hm.ne']
    push_cast
    ring
  rw [hval] at lim
  refine Tendsto.congr' ?_ lim
  filter_upwards [self_mem_nhdsWithin] with h hh
  rw [selfEnergy_eq V W E hh]
  simp only [Complex.sub_re, Complex.mul_re, Complex.ofReal_im, Complex.ofReal_re,
    Complex.I_im, Complex.I_re]
  ring

end FlatContinuumPredissociation
```

Inside the band the real part also has a limit. Letting h → 0⁺ in the logarithms gives

Re s(h) → (V²/2)[log((W + E)²) − log((W − E)²)] = V² log((W + E)/(W − E)).

The step `hlog` is the continuity of each logarithm at h = 0, which holds because E is not a band edge. The step `hval` carries out the algebra in the last equation, and the closed form of the self-energy connects it to the integral.

This is the level shift evaluated at the unperturbed energy E. It vanishes at the band centre and is positive for E > 0 when V ≠ 0, since more of the continuum then lies below the level than above it. In the numerical example it is 0.01 · log 3 ≈ 0.0110.

```lean
#print axioms FlatContinuumPredissociation.golden_rule_width
#print axioms FlatContinuumPredissociation.band_edge_width
#print axioms FlatContinuumPredissociation.closed_channel_width
#print axioms FlatContinuumPredissociation.level_shift
```

```
'FlatContinuumPredissociation.golden_rule_width' depends on axioms: [propext, Classical.choice, Quot.sound]
'FlatContinuumPredissociation.band_edge_width' depends on axioms: [propext, Classical.choice, Quot.sound]
'FlatContinuumPredissociation.closed_channel_width' depends on axioms: [propext, Classical.choice, Quot.sound]
'FlatContinuumPredissociation.level_shift' depends on axioms: [propext, Classical.choice, Quot.sound]
```
